# An antiunitary T with T² = −1 makes i, T and iT act as quaternion units

An electron moves in a molecule with spin-orbit coupling and no magnetic field. Time reversal T turns each of its states x into another state Tx of the same energy, and applying T twice changes the sign of the state vector. Superpositions of x and Tx have complex coefficients, but T is antilinear, so the order in which one applies T and multiplies by i matters. What algebra do these two operations generate, and what does it do to the norm of a state?

## States, time reversal and three real-linear operators

The states form a complex inner product space V of any dimension, which need not be complete. The inner product ⟨x, y⟩, written `inner ℂ x y` in Lean, is conjugate-linear in x and linear in y. A star marks complex conjugation of numbers.

```lean
import Mathlib

open ComplexConjugate

namespace QuaternionicTimeReversal

noncomputable section

variable {V : Type*} [NormedAddCommGroup V] [InnerProductSpace ℂ V]
```

The type `V →ₗ⋆[ℂ] V` is that of antilinear maps, for which T(zx) = z* Tx. Such a map is called antiunitary if it is surjective and satisfies

⟨Tx, Ty⟩ = ⟨y, x⟩.

```lean
/-- An antilinear operator is antiunitary if it is surjective and conjugates inner products. -/
structure IsAntiunitary (T : V →ₗ⋆[ℂ] V) : Prop where
  surjective : Function.Surjective T
  inner_map : ∀ x y, inner ℂ (T x) (T y) = inner ℂ y x
```

The condition T² = −1 is a separate hypothesis, `hsq`, in the parts that need it. It stands for an odd number of spin-1/2 particles; for an even number, time reversal squares to +1.

Since T is not complex-linear, it is treated together with i in `Module.End ℝ V`, the real-linear operators on V, where a product means composition. Let I be multiplication by i (`iOp V`), J the map T (`jOp T`), and K = IJ (`kOp T`), which applies T first.

```lean
/-- Multiplication by the imaginary unit, as a real-linear operator on the state space. -/
def iOp (V : Type*) [NormedAddCommGroup V] [InnerProductSpace ℂ V] : Module.End ℝ V where
  toFun x := Complex.I • x
  map_add' x y := smul_add _ x y
  map_smul' r x := by
    change Complex.I • ((r : ℂ) • x) = (r : ℂ) • (Complex.I • x)
    exact smul_comm _ _ _

/-- The antilinear operator `T`, regarded as a real-linear operator. -/
def jOp (T : V →ₗ⋆[ℂ] V) : Module.End ℝ V where
  toFun x := T x
  map_add' x y := map_add T x y
  map_smul' r x := by
    change T ((r : ℂ) • x) = (r : ℂ) • T x
    rw [map_smulₛₗ, Complex.conj_ofReal]

/-- The product `IT`: apply `T`, then multiply by the imaginary unit. -/
def kOp (T : V →ₗ⋆[ℂ] V) : Module.End ℝ V := iOp V * jOp T
```

A real quaternion q = a + bi + cj + dk has the components a = `q.re`, b = `q.imI`, c = `q.imJ` and d = `q.imK`. It is assigned the operator A(q) = a + bI + cJ + dK, which is `quaternionAct T q`.

```lean
/-- The operator `a + bI + cT + dIT` attached to the real quaternion `a + bi + cj + dk`. -/
def quaternionAct (T : V →ₗ⋆[ℂ] V) (q : Quaternion ℝ) : Module.End ℝ V :=
  q.re • (1 : Module.End ℝ V) + q.imI • iOp V + q.imJ • jOp T + q.imK • kOp T
```

## (a) The multiplication table

Let T be antilinear with T² = −1. Show that

I² = J² = K² = −1,

IJ = K, JK = I, KI = J,

JI = −K, KJ = −I, IK = −J.

I² = −1 is clear, J² = −1 is the hypothesis, and IJ = K is the definition of K. Antilinearity gives T(ix) = −i Tx, hence JI = −K. Associativity yields the rest:

IK = I(IJ) = −J

KJ = (IJ)J = −I

KI = I(JI) = −IK = J

JK = (JI)J = −KJ = I

K² = I(JK) = I² = −1.

```lean
/-- If the antilinear operator `T` squares to `-1`, then `I`, `T` and `IT` obey the
multiplication table of the quaternion units. -/
theorem quaternion_relations (T : V →ₗ⋆[ℂ] V) (hsq : ∀ x, T (T x) = -x) :
    (iOp V * iOp V = -1 ∧ jOp T * jOp T = -1 ∧ kOp T * kOp T = -1) ∧
    (iOp V * jOp T = kOp T ∧ jOp T * kOp T = iOp V ∧ kOp T * iOp V = jOp T) ∧
    (jOp T * iOp V = -kOp T ∧ kOp T * jOp T = -iOp V ∧ iOp V * kOp T = -jOp T) := by
  have hII : iOp V * iOp V = -1 := by
    refine LinearMap.ext fun x => ?_
    change Complex.I • (Complex.I • x) = -x
    rw [smul_smul, Complex.I_mul_I, neg_smul, one_smul]
  have hJJ : jOp T * jOp T = -1 := LinearMap.ext fun x => hsq x
  have hIJ : iOp V * jOp T = kOp T := rfl
  -- antilinearity makes `T` anticommute with the imaginary unit
  have hJI : jOp T * iOp V = -kOp T := by
    refine LinearMap.ext fun x => ?_
    change T (Complex.I • x) = -(Complex.I • T x)
    rw [map_smulₛₗ, Complex.conj_I, neg_smul]
  -- the remaining products follow by associativity
  have hIK : iOp V * kOp T = -jOp T := by
    rw [← hIJ, ← mul_assoc, hII, neg_mul, one_mul]
  have hKJ : kOp T * jOp T = -iOp V := by
    rw [← hIJ, mul_assoc, hJJ, mul_neg, mul_one]
  have hKI : kOp T * iOp V = jOp T := by
    rw [← hIJ, mul_assoc, hJI, mul_neg, hIK, neg_neg]
  have hJK : jOp T * kOp T = iOp V := by
    rw [← hIJ, ← mul_assoc, hJI, neg_mul, hKJ, neg_neg]
  have hKK : kOp T * kOp T = -1 := by
    calc kOp T * kOp T = (iOp V * jOp T) * kOp T := by rw [hIJ]
      _ = -1 := by rw [mul_assoc, hJK, hII]
  exact ⟨⟨hII, hJJ, hKK⟩, ⟨hIJ, hJK, hKI⟩, ⟨hJI, hKJ, hIK⟩⟩
```

The Lean proof takes the same route. `hII`, `hJJ` and `hJI` are checked on a vector x, and the later products follow by `mul_assoc`. The inner product plays no part in the argument.

## (b) Products of quaternions become products of operators

Under the same hypotheses, show for all real quaternions p and q that

A(pq) = A(p) A(q).

Write p = a' + b'i + c'j + d'k. Real coefficients commute with real-linear operators, so A(p)A(q) expands into sixteen terms, each reduced by the table in (a). Collecting them gives these coefficients:

1: a'a − b'b − c'c − d'd

I: a'b + b'a + c'd − d'c

J: a'c − b'd + c'a + d'b

K: a'd + b'c − c'b + d'a

They are the components of the quaternion pq.

```lean
/-- If `T` squares to `-1`, the operator of a product of quaternions is the product of
their operators. -/
theorem quaternionAct_mul (T : V →ₗ⋆[ℂ] V) (hsq : ∀ x, T (T x) = -x)
    (p q : Quaternion ℝ) :
    quaternionAct T (p * q) = quaternionAct T p * quaternionAct T q := by
  obtain ⟨⟨hII, hJJ, hKK⟩, ⟨hIJ, hJK, hKI⟩, ⟨hJI, hKJ, hIK⟩⟩ := quaternion_relations T hsq
  have h0 : (p * q).re =
      p.re * q.re - p.imI * q.imI - p.imJ * q.imJ - p.imK * q.imK := by simp
  have h1 : (p * q).imI =
      p.re * q.imI + p.imI * q.re + p.imJ * q.imK - p.imK * q.imJ := by simp
  have h2 : (p * q).imJ =
      p.re * q.imJ - p.imI * q.imK + p.imJ * q.re + p.imK * q.imI := by simp
  have h3 : (p * q).imK =
      p.re * q.imK + p.imI * q.imJ - p.imJ * q.imI + p.imK * q.re := by simp
  unfold quaternionAct
  rw [h0, h1, h2, h3]
  simp only [add_mul, mul_add, smul_mul_assoc, mul_smul_comm, one_mul, mul_one,
    hII, hJJ, hKK, hIJ, hJK, hKI, hJI, hKJ, hIK]
  module
```

`h0` to `h3` state the four components of pq, `simp only` expands the operator product with the table, and `module` compares coefficients.

A complex-linear Hamiltonian that commutes with T commutes with I, J and K, and so with every A(q). This is the background to writing a time-reversal-symmetric one-electron matrix, in a finite basis of pairs x, Tx, as a quaternion matrix of half the size. The Lean theorems here involve no Hamiltonian.

## (c) A state and its time-reversed partner

Let T be antiunitary with T² = −1. Show that every x satisfies

⟨x, Tx⟩ = 0.

Put y = Tx in the antiunitarity condition:

⟨Tx, T(Tx)⟩ = ⟨Tx, x⟩.

Since T(Tx) = −x, the left side is −⟨Tx, x⟩. Hence 2⟨Tx, x⟩ = 0, and conjugation gives the claim.

```lean
/-- An antiunitary operator with square `-1` sends every state to an orthogonal one. -/
theorem inner_self_map_eq_zero {T : V →ₗ⋆[ℂ] V} (hT : IsAntiunitary T)
    (hsq : ∀ x, T (T x) = -x) (x : V) : inner ℂ x (T x) = 0 := by
  have h := hT.inner_map x (T x)
  rw [hsq, inner_neg_right] at h
  have h0 : inner ℂ (T x) x = 0 := by linear_combination (-1 / 2 : ℂ) * h
  exact inner_eq_zero_symm.mp h0
```

In Lean, `h` is the displayed equation, `linear_combination` solves it for the overlap, and `inner_eq_zero_symm` exchanges the two arguments. This orthogonality is the core of Kramers degeneracy: if x is an energy eigenstate of a Hamiltonian commuting with T, then Tx is an independent state at the same energy.

## (d) The norm for a general antiunitary T

Now drop the assumption on T² and let T be any antiunitary map. With s = ⟨x, Tx⟩, show that

‖A(q)x‖² = (a² + b² + c² + d²)‖x‖² + 2[(ac + bd) Re s + (bc − ad) Im s].

Group the four terms into two complex coefficients, α = a + ib and β = c + id:

A(q)x = αx + βTx.

The squared norm of this sum is

‖αx + βTx‖² = |α|²‖x‖² + |β|²‖Tx‖² + 2 Re(α* β s).

Antiunitarity gives ‖Tx‖² = ⟨Tx, Tx⟩ = ⟨x, x⟩ = ‖x‖², so the first two terms add up to (a² + b² + c² + d²)‖x‖². For the last term,

α* β = (a − ib)(c + id) = (ac + bd) + i(ad − bc),

and therefore

Re(α* β s) = (ac + bd) Re s + (bc − ad) Im s.

```lean
/-- For any antiunitary `T`, the squared norm of `(a + bI + cT + dIT)x` is
`(a² + b² + c² + d²)‖x‖²` plus a cross term linear in the overlap of `x` with `Tx`. -/
theorem norm_sq_expansion {T : V →ₗ⋆[ℂ] V} (hT : IsAntiunitary T)
    (q : Quaternion ℝ) (x : V) :
    ‖quaternionAct T q x‖ ^ 2 =
      (q.re ^ 2 + q.imI ^ 2 + q.imJ ^ 2 + q.imK ^ 2) * ‖x‖ ^ 2 +
      2 * ((q.re * q.imJ + q.imI * q.imK) * (inner ℂ x (T x)).re +
        (q.imI * q.imJ - q.re * q.imK) * (inner ℂ x (T x)).im) := by
  -- collect the four real terms into two complex coefficients
  have hact : quaternionAct T q x =
      ((q.re : ℂ) + q.imI * Complex.I) • x + ((q.imJ : ℂ) + q.imK * Complex.I) • T x := by
    change (q.re : ℂ) • x + (q.imI : ℂ) • (Complex.I • x) + (q.imJ : ℂ) • T x +
      (q.imK : ℂ) • (Complex.I • T x) = _
    module
  have hadd : ∀ u v : V, ‖u + v‖ ^ 2 = ‖u‖ ^ 2 + 2 * (inner ℂ u v).re + ‖v‖ ^ 2 :=
    fun u v => norm_add_sq (𝕜 := ℂ) u v
  have hz : ∀ a b : ℝ, ‖(a : ℂ) + b * Complex.I‖ ^ 2 = a ^ 2 + b ^ 2 := fun a b => by
    rw [Complex.sq_norm, Complex.normSq_add_mul_I]
  have hn : ‖T x‖ ^ 2 = ‖x‖ ^ 2 := by
    rw [norm_sq_eq_re_inner (𝕜 := ℂ) (T x), hT.inner_map, ← norm_sq_eq_re_inner (𝕜 := ℂ) x]
  have hc : ∀ (a b c d : ℝ) (s : ℂ),
      (conj ((a : ℂ) + b * Complex.I) * (((c : ℂ) + d * Complex.I) * s)).re =
        (a * c + b * d) * s.re + (b * c - a * d) * s.im := fun a b c d s => by
    simp [Complex.mul_re, Complex.mul_im]
    ring
  rw [hact, hadd, inner_smul_left, inner_smul_right, hc, norm_smul, norm_smul,
    mul_pow, mul_pow, hz, hz, hn]
  ring
```

The auxiliary facts follow this calculation: `hact` is the grouping, `hadd` the norm of a sum, `hz` the modulus of a coefficient, `hn` the equality of ‖Tx‖² and ‖x‖², and `hc` the real part of the cross term.

## (e) The norm law when T² = −1

Let T be antiunitary with T² = −1. Show that

‖A(q)x‖² = (a² + b² + c² + d²)‖x‖².

By (c), s = 0, so the bracket in (d) vanishes.

```lean
/-- For `T` antiunitary with `T² = -1`, the operator `a + bI + cT + dIT` multiplies every
squared norm by `a² + b² + c² + d²`. -/
theorem norm_sq_quaternionAct {T : V →ₗ⋆[ℂ] V} (hT : IsAntiunitary T)
    (hsq : ∀ x, T (T x) = -x) (q : Quaternion ℝ) (x : V) :
    ‖quaternionAct T q x‖ ^ 2 =
      (q.re ^ 2 + q.imI ^ 2 + q.imJ ^ 2 + q.imK ^ 2) * ‖x‖ ^ 2 := by
  rw [norm_sq_expansion hT, inner_self_map_eq_zero hT hsq, Complex.zero_re, Complex.zero_im]
  ring
```

The Lean proof makes exactly this substitution. For a normalised x, the law says that αx + βTx has squared norm |α|² + |β|², as expected for an orthonormal pair. A quaternion with a² + b² + c² + d² = 1 preserves the norm of every state.

## (f) The norm law forces the sign

Conversely, let T be antiunitary and suppose that the equation in (e) holds for all q and x. Show that for every x

T(Tx) = −x.

Comparing the assumed law with (d), for an arbitrary vector y and s = ⟨y, Ty⟩, leaves

(ac + bd) Re s + (bc − ad) Im s = 0.

The quaternion 1 + j has a = c = 1 and b = d = 0, which gives Re s = 0. The quaternion 1 + k has a = d = 1 and b = c = 0, which gives Im s = 0. So ⟨y, Ty⟩ = 0 for every y.

Apply this to the vector Tx + y:

0 = ⟨Tx, T(Tx)⟩ + ⟨Tx, Ty⟩ + ⟨y, T(Tx)⟩ + ⟨y, Ty⟩.

The first and last terms vanish for the same reason, and ⟨Tx, Ty⟩ = ⟨y, x⟩. What remains is

⟨y, T(Tx) + x⟩ = 0 for every y.

Choosing y = T(Tx) + x shows that this vector has norm zero, so T(Tx) = −x.

```lean
/-- Conversely, an antiunitary `T` for which the quaternionic norm law holds has square `-1`. -/
theorem sq_eq_neg_of_norm_law {T : V →ₗ⋆[ℂ] V} (hT : IsAntiunitary T)
    (h : ∀ (q : Quaternion ℝ) (x : V), ‖quaternionAct T q x‖ ^ 2 =
      (q.re ^ 2 + q.imI ^ 2 + q.imJ ^ 2 + q.imK ^ 2) * ‖x‖ ^ 2) (x : V) :
    T (T x) = -x := by
  -- the quaternions `1 + j` and `1 + k` detect the two parts of the overlap
  have key : ∀ y, inner ℂ y (T y) = 0 := by
    intro y
    have cross : ∀ q : Quaternion ℝ,
        (q.re * q.imJ + q.imI * q.imK) * (inner ℂ y (T y)).re +
          (q.imI * q.imJ - q.re * q.imK) * (inner ℂ y (T y)).im = 0 := by
      intro q
      have e := norm_sq_expansion hT q y
      rw [h q y] at e
      linarith
    have h1 := cross (QuaternionAlgebra.mk 1 0 1 0)
    have h2 := cross (QuaternionAlgebra.mk 1 0 0 1)
    dsimp only at h1 h2
    apply Complex.ext
    · rw [Complex.zero_re]; linarith
    · rw [Complex.zero_im]; linarith
  -- polarisation: `T (T x) + x` is orthogonal to every vector
  have orth : ∀ y, inner ℂ y (T (T x) + x) = 0 := by
    intro y
    have p := key (T x + y)
    simp only [map_add, inner_add_left, inner_add_right] at p
    rw [inner_add_right]
    linear_combination p - key (T x) - key y - hT.inner_map x y
  exact eq_neg_of_add_eq_zero_left (inner_self_eq_zero.mp (orth _))
```

In the code, `cross` is the comparison with (d), `key` the vanishing overlap and `orth` the polarised equation. Together with (e), this shows that, among antiunitary maps, the norm law singles out those with T² = −1.

## (g) A single spin 1/2

On two-component spinors, define

T(u, v) = (−v*, u*).

Show that T is antiunitary and that

T²(u, v) = (−u, −v).

Applying the rule to (−v*, u*) conjugates u* back to u with a minus sign in the first slot, and −v* back to −v in the second, which is the stated result. For x = (u, v) and y = (w, z),

⟨Tx, Ty⟩ = v z* + u w* = ⟨y, x⟩.

T is surjective because T(−Ty) = −T(Ty) = y.

```lean
/-- The antilinear map `(u, v) ↦ (-v*, u*)` on two-component spinors. -/
def spinHalf : EuclideanSpace ℂ (Fin 2) →ₗ⋆[ℂ] EuclideanSpace ℂ (Fin 2) where
  toFun x := !₂[-conj (x 1), conj (x 0)]
  map_add' x y := by
    ext i
    fin_cases i <;> simp [add_comm]
  map_smul' c x := by
    ext i
    fin_cases i <;> simp

/-- The spinor map `(u, v) ↦ (-v*, u*)` is antiunitary and squares to `-1`. -/
theorem spinHalf_witness :
    IsAntiunitary spinHalf ∧ ∀ x, spinHalf (spinHalf x) = -x := by
  have hsq : ∀ x, spinHalf (spinHalf x) = -x := by
    intro x
    ext i
    fin_cases i <;> simp [spinHalf]
  refine ⟨⟨fun y => ⟨-spinHalf y, by rw [map_neg, hsq, neg_neg]⟩, fun x y => ?_⟩, hsq⟩
  simp [spinHalf, PiLp.inner_apply, Fin.sum_univ_two]
  ring

end

end QuaternionicTimeReversal
```

Here u is `x 0` and v is `x 1`. The map sends spin up to spin down and spin down to minus spin up. Another choice of overall phase leaves T² unchanged, because the antilinear T conjugates the phase on its second application. In Lean, `fin_cases` checks the two components of T² separately, and surjectivity uses the same preimage −Ty.

Two is the smallest nonzero dimension in which such a T exists. In one dimension every antiunitary map has the form Tx = λx* with |λ| = 1, so T²x = |λ|² x = x. The norm law then fails, in keeping with (f): for λ = 1, x = 1 and q = 1 + j, the squared norm of x + Tx is 4, whereas the law would require 2.

```lean
#print axioms QuaternionicTimeReversal.quaternionAct_mul
#print axioms QuaternionicTimeReversal.norm_sq_quaternionAct
#print axioms QuaternionicTimeReversal.sq_eq_neg_of_norm_law
```

```
'QuaternionicTimeReversal.quaternionAct_mul' depends on axioms: [propext, Classical.choice, Quot.sound]
'QuaternionicTimeReversal.norm_sq_quaternionAct' depends on axioms: [propext, Classical.choice, Quot.sound]
'QuaternionicTimeReversal.sq_eq_neg_of_norm_law' depends on axioms: [propext, Classical.choice, Quot.sound]
```
